# For an energy curve of negative, bounded curvature, no linear potential holds a fractional occupation, but one combined with a strong enough quadratic penalty does

## Why does my occupation jump between 0 and 1 when I tune the constraint potential?

Let $E(x)$ be the energy of a fragment as a function of its electron occupation $x$, with $0\le x\le 1$. I write $\mu=E'$ for the slope and $\eta=E''$ for the curvature, and $c$ is the occupation I want, with $0<c<1$. To impose it I add a potential term $Vx$ and minimise $E(x)+Vx$ over $x$.

My curve bends downwards, $\eta<0$. Whatever $V$ I choose, the minimiser sits at $x=0$ or $x=1$, even for $V=-\mu(c)$, which makes $c$ a stationary point. Would an extra term $L(x-c)^2$ cure this? How large must $L$ be, and will the minimum then lie exactly at $c$ or only near it?

## A penalty that outweighs the concavity is enough, but the potential must still be $-\mu(c)$

Yes, it cures the problem. Suppose $-k\le\eta(x)<0$ on $[0,1]$. The constant $k$ bounds how strongly the energy curve disfavours fractional occupation. If $2L>k$ and $V=-\mu(c)$, the minimum lies exactly at $c$ and nowhere else.

### Concavity pushes the minimum to an endpoint

Write $T(x)=E(x)+Vx$ and take $0<x<1$. The mean value theorem gives points $a\in(0,x)$ and $b\in(x,1)$ with

$$E(x)-E(0)=\mu(a)\,x,\qquad E(1)-E(x)=\mu(b)\,(1-x).$$

Applied to $\mu$, it gives a point $z\in(a,b)$ with $\mu(b)-\mu(a)=\eta(z)(b-a)<0$. Multiply the second equation by $x$, the first by $1-x$, and subtract:

$$(1-x)E(0)+xE(1)-E(x)=x(1-x)\,[\mu(b)-\mu(a)]<0.$$

So the energy lies above its chord. The term $Vx$ coincides with its own chord, hence

$$T(x)>(1-x)T(0)+xT(1)\ge\min\{T(0),T(1)\}.$$

This holds for every $V$. Tuning $V$ only decides which endpoint is lower.

### The penalised energy grows quadratically away from the target

Set $W_L(x)=E(x)-\mu(c)x+L(x-c)^2$ and look first at $L=k/2$. The slope is then

$$g(x)=\mu(x)-\mu(c)+k(x-c).$$

For $\xi\ne c$, the mean value theorem for $\mu$ gives a point $z$ between $c$ and $\xi$ with $\mu(\xi)-\mu(c)=\eta(z)(\xi-c)$, so

$$g(\xi)=[\eta(z)+k]\,(\xi-c).$$

The bracket is non-negative, so $g\ge0$ to the right of $c$ and $g\le0$ to the left. For $x\ne c$ there is a $\xi$ between $c$ and $x$ with $W_{k/2}(x)-W_{k/2}(c)=g(\xi)(x-c)\ge0$; for $x=c$ the difference is zero. Adding the remaining penalty $(L-k/2)(x-c)^2$ gives

$$W_L(x)\ge W_L(c)+\left(L-\tfrac{k}{2}\right)(x-c)^2.$$

For $2L>k$ the last term is positive unless $x=c$, so $c$ is the unique minimiser on $[0,1]$.

### The penalty does not replace the potential

Suppose $c$ minimises $E(x)+Vx+L(x-c)^2$ on $[0,1]$. Since $c$ is an interior point, the slope vanishes there. The penalty has zero slope at $c$, so $V=-\mu(c)$. A penalty without a potential therefore hits the target only if $\mu(c)=0$.

The slope at $x$ is then $\mu(x)-\mu(c)+2L(x-c)$. Divided by $x-c$, it tends to $\eta(c)+2L$ as $x\to c$. If this limit were negative, the energy would fall just to the right of $c$, which contradicts minimality. Hence $2L\ge-\eta(c)$.

The curve $E(x)=-kx^2/2$ with $k>0$ shows that $2L>k$ cannot be weakened to $2L\ge k$. Here $\mu(c)=-kc$, and at $2L=k$

$$-\tfrac{k}{2}x^2+kcx+\tfrac{k}{2}(x-c)^2=\tfrac{k}{2}c^2,$$

so every occupation has the same energy.

### The statement in Lean

```lean
import Mathlib

open Set Filter Topology

namespace DelocalisingPenalty

noncomputable section

/-- On occupations between 0 and 1, the energy `E` has slope `μ` and curvature `η`. -/
def IsEnergyCurve (E μ η : ℝ → ℝ) : Prop :=
  (∀ x ∈ Icc (0 : ℝ) 1, HasDerivAt E (μ x) x) ∧
    ∀ x ∈ Icc (0 : ℝ) 1, HasDerivAt μ (η x) x

/-- The energy with a linear constraint potential of strength `V`. -/
def tilted (E : ℝ → ℝ) (V x : ℝ) : ℝ := E x + V * x

/-- The tilted energy with a quadratic penalty of strength `L` for leaving the target
occupation `c`. -/
def penalised (E : ℝ → ℝ) (V L c x : ℝ) : ℝ := tilted E V x + L * (x - c) ^ 2

/-- The concave model energy `-k x² / 2`. -/
def quadraticEnergy (k x : ℝ) : ℝ := -(k / 2) * x ^ 2

/-- Between two occupations in `[0,1]`, the change of a differentiable quantity is its
derivative at some intermediate occupation times the distance. -/
theorem mean_value {f f' : ℝ → ℝ} (h : ∀ x ∈ Icc (0 : ℝ) 1, HasDerivAt f (f' x) x)
    {a b : ℝ} (ha : 0 ≤ a) (hab : a < b) (hb : b ≤ 1) :
    ∃ ξ, a < ξ ∧ ξ < b ∧ f b - f a = f' ξ * (b - a) := by
  obtain ⟨ξ, hξ, e⟩ := exists_hasDerivAt_eq_slope f f' hab
    (fun x hx => (h x ⟨ha.trans hx.1, hx.2.trans hb⟩).continuousAt.continuousWithinAt)
    (fun x hx => h x ⟨by linarith [hx.1], by linarith [hx.2]⟩)
  refine ⟨ξ, hξ.1, hξ.2, ?_⟩
  rw [e, div_mul_cancel₀ _ (sub_ne_zero.2 hab.ne')]

/-- The slope of the penalised energy is the slope of the energy plus the constraint
potential plus the restoring term `2L(x - c)`. -/
theorem hasDerivAt_penalised {E : ℝ → ℝ} {m x : ℝ} (h : HasDerivAt E m x) (V L c : ℝ) :
    HasDerivAt (penalised E V L c) (m + V + 2 * L * (x - c)) x := by
  have e : penalised E V L c = fun y => E y + V * y + L * ((y - c) * (y - c)) := by
    funext y
    simp only [penalised, tilted]
    ring
  have h1 := (hasDerivAt_id' x).const_mul V
  have h0 := (hasDerivAt_id' x).sub_const c
  have h2 := (h0.fun_mul h0).const_mul L
  rw [e]
  exact ((h.fun_add h1).fun_add h2).congr_deriv (by ring)

/-- If the curvature is negative on `[0,1]`, then under any linear constraint potential every
fractional occupation has a strictly higher energy than the lower-energy endpoint, 0 or 1. -/
theorem endpoint_below_interior {E μ η : ℝ → ℝ} (h : IsEnergyCurve E μ η)
    (hη : ∀ x ∈ Icc (0 : ℝ) 1, η x < 0) (V : ℝ) {x : ℝ} (hx : x ∈ Ioo (0 : ℝ) 1) :
    min (tilted E V 0) (tilted E V 1) < tilted E V x := by
  obtain ⟨hx0, hx1⟩ := hx
  -- mean slopes to the left and to the right of `x`
  obtain ⟨a, ha0, hax, ea⟩ := mean_value h.1 le_rfl hx0 hx1.le
  obtain ⟨b, hxb, hb1, eb⟩ := mean_value h.1 hx0.le hx1 le_rfl
  obtain ⟨z, haz, hzb, ez⟩ := mean_value h.2 ha0.le (hax.trans hxb) hb1.le
  have hz := hη z ⟨by linarith, by linarith⟩
  have hslope : μ b - μ a < 0 := by
    rw [ez]
    exact mul_neg_of_neg_of_pos hz (by linarith)
  -- the energy lies above its chord
  have hchord : (1 - x) * E 0 + x * E 1 - E x < 0 := by
    have e : (1 - x) * E 0 + x * E 1 - E x = (μ b - μ a) * (x * (1 - x)) := by
      linear_combination x * eb - (1 - x) * ea
    rw [e]
    exact mul_neg_of_neg_of_pos hslope (mul_pos hx0 (by linarith))
  by_contra hcon
  obtain ⟨h0, h1⟩ := le_min_iff.1 (not_lt.1 hcon)
  simp only [tilted] at h0 h1
  have p0 := mul_le_mul_of_nonneg_left h0 (sub_nonneg.2 hx1.le)
  have p1 := mul_le_mul_of_nonneg_left h1 hx0.le
  linarith

/-- If the curvature is at least `-k` on `[0,1]`, the penalised energy with potential `-μ c`
rises from the target `c` at least as fast as `(L - k/2)(x - c)²`. -/
theorem penalised_growth {E μ η : ℝ → ℝ} (h : IsEnergyCurve E μ η) {k : ℝ}
    (hη : ∀ x ∈ Icc (0 : ℝ) 1, -k ≤ η x) (L : ℝ) {c x : ℝ}
    (hc : c ∈ Icc (0 : ℝ) 1) (hx : x ∈ Icc (0 : ℝ) 1) :
    penalised E (-μ c) L c c + (L - k / 2) * (x - c) ^ 2 ≤ penalised E (-μ c) L c x := by
  -- it suffices to treat the critical penalty `L = k/2`
  have key : penalised E (-μ c) (k / 2) c c ≤ penalised E (-μ c) (k / 2) c x := by
    have hG : ∀ y ∈ Icc (0 : ℝ) 1, HasDerivAt (penalised E (-μ c) (k / 2) c)
        ((fun y => μ y + -μ c + 2 * (k / 2) * (y - c)) y) y :=
      fun y hy => hasDerivAt_penalised (h.1 y hy) _ _ _
    rcases lt_trichotomy c x with hlt | heq | hgt
    · obtain ⟨ξ, h1, h2, e⟩ := mean_value hG hc.1 hlt hx.2
      obtain ⟨z, h3, h4, e'⟩ := mean_value h.2 hc.1 h1 (h2.le.trans hx.2)
      have hz := hη z ⟨by linarith [hc.1], by linarith [hx.2]⟩
      have hp : 0 ≤ (η z + k) * (ξ - c) := mul_nonneg (by linarith) (by linarith)
      have hs : 0 ≤ μ ξ + -μ c + 2 * (k / 2) * (ξ - c) := by linarith
      have hm := mul_nonneg hs (sub_nonneg.2 hlt.le)
      linarith
    · rw [heq]
    · obtain ⟨ξ, h1, h2, e⟩ := mean_value hG hx.1 hgt hc.2
      obtain ⟨z, h3, h4, e'⟩ := mean_value h.2 (hx.1.trans h1.le) h2 hc.2
      have hz := hη z ⟨by linarith [hx.1], by linarith [hc.2]⟩
      have hp : 0 ≤ (η z + k) * (c - ξ) := mul_nonneg (by linarith) (by linarith)
      have hs : μ ξ + -μ c + 2 * (k / 2) * (ξ - c) ≤ 0 := by linarith
      have hm := mul_nonneg (neg_nonneg.2 hs) (sub_nonneg.2 hgt.le)
      linarith
  simp only [penalised, tilted] at key ⊢
  linarith

/-- Let the curvature lie in `[-k, 0)` on `[0,1]` and let `0 < c < 1`. No linear potential
places a minimum at a fractional occupation, but with potential `-μ c` and a quadratic penalty
`2L > k` the target `c` is the unique minimiser on `[0,1]`. -/
theorem penalty_rescues_constraint {E μ η : ℝ → ℝ} (h : IsEnergyCurve E μ η) {k L c : ℝ}
    (hη : ∀ x ∈ Icc (0 : ℝ) 1, -k ≤ η x ∧ η x < 0) (hc : c ∈ Ioo (0 : ℝ) 1)
    (hL : k < 2 * L) :
    (∀ V, ∀ x ∈ Ioo (0 : ℝ) 1, min (tilted E V 0) (tilted E V 1) < tilted E V x) ∧
    ∀ x ∈ Icc (0 : ℝ) 1,
      (IsMinOn (penalised E (-μ c) L c) (Icc 0 1) x ↔ x = c) := by
  have hc' : c ∈ Icc (0 : ℝ) 1 := ⟨hc.1.le, hc.2.le⟩
  have grow := fun y (hy : y ∈ Icc (0 : ℝ) 1) =>
    penalised_growth h (fun z hz => (hη z hz).1) L hc' hy
  have hpos : 0 < L - k / 2 := by linarith
  refine ⟨fun V x hx => endpoint_below_interior h (fun z hz => (hη z hz).2) V hx,
    fun x hx => ⟨fun hmin => ?_, fun hxc => ?_⟩⟩
  · by_contra hne
    have hsq : 0 < (x - c) ^ 2 := sq_pos_of_ne_zero (sub_ne_zero.2 hne)
    have := mul_pos hpos hsq
    linarith [grow x hx, isMinOn_iff.1 hmin c hc']
  · rw [hxc]
    refine isMinOn_iff.2 fun y hy => ?_
    linarith [grow y hy, mul_nonneg hpos.le (sq_nonneg (y - c))]

/-- Conversely, if a target `0 < c < 1` minimises the penalised energy on `[0,1]`, then the
potential is `-μ c` and the penalty obeys `2L ≥ -η c`. -/
theorem necessary_penalty {E μ η : ℝ → ℝ} (h : IsEnergyCurve E μ η) {V L c : ℝ}
    (hc : c ∈ Ioo (0 : ℝ) 1) (hmin : IsMinOn (penalised E V L c) (Icc 0 1) c) :
    V = -μ c ∧ -η c ≤ 2 * L := by
  have hc' : c ∈ Icc (0 : ℝ) 1 := ⟨hc.1.le, hc.2.le⟩
  -- first order: the slope vanishes at the target
  have hfirst := (hmin.isLocalMin (Icc_mem_nhds hc.1 hc.2)).hasDerivAt_eq_zero
    (hasDerivAt_penalised (h.1 c hc') V L c)
  have hV : V = -μ c := by linarith
  refine ⟨hV, ?_⟩
  by_contra hcon
  -- second order: otherwise the slope is negative just to the right of the target
  have hs := hasDerivAt_iff_tendsto_slope.1 (h.2 c hc')
  have hev := hs.eventually (gt_mem_nhds (show η c < -(2 * L) by linarith))
  obtain ⟨ε, hε, hball⟩ := Metric.eventually_nhds_iff.1 (eventually_nhdsWithin_iff.1 hev)
  have hcb : c < min (c + ε) 1 := lt_min (by linarith) hc.2
  have hG : ∀ y ∈ Icc (0 : ℝ) 1, HasDerivAt (penalised E V L c)
      ((fun y => μ y + V + 2 * L * (y - c)) y) y :=
    fun y hy => hasDerivAt_penalised (h.1 y hy) _ _ _
  obtain ⟨ξ, h1, h2, e⟩ := mean_value hG hc.1.le hcb (min_le_right _ _)
  have hξ : ξ < c + ε := h2.trans_le (min_le_left _ _)
  have hsl := hball (y := ξ) (by rw [Real.dist_eq, abs_of_pos] <;> linarith) h1.ne'
  rw [slope_def_field, div_lt_iff₀ (sub_pos.2 h1)] at hsl
  have hneg : μ ξ + V + 2 * L * (ξ - c) < 0 := by linarith
  have hprod := mul_neg_of_neg_of_pos hneg (sub_pos.2 hcb)
  have hle := isMinOn_iff.1 hmin (min (c + ε) 1)
    ⟨hc.1.le.trans hcb.le, min_le_right _ _⟩
  linarith

/-- For `k > 0` the model energy `-k x² / 2` has slope `-k x` and constant curvature `-k`,
which lies in `[-k, 0)`. -/
theorem quadraticEnergy_witness {k : ℝ} (hk : 0 < k) :
    IsEnergyCurve (quadraticEnergy k) (fun x => -k * x) (fun _ => -k) ∧
      ∀ x ∈ Icc (0 : ℝ) 1, -k ≤ (fun _ : ℝ => -k) x ∧ (fun _ : ℝ => -k) x < 0 := by
  refine ⟨⟨fun x _ => ?_, fun x _ => ?_⟩, fun x _ => ⟨le_rfl, neg_lt_zero.2 hk⟩⟩
  · have e : quadraticEnergy k = fun y => -(k / 2) * (y * y) := by
      funext y
      simp only [quadraticEnergy]
      ring
    rw [e]
    exact (((hasDerivAt_id' x).fun_mul (hasDerivAt_id' x)).const_mul (-(k / 2))).congr_deriv
      (by ring)
  · exact ((hasDerivAt_id' x).const_mul (-k)).congr_deriv (by ring)

/-- At the critical penalty `2L = k`, the model energy `-k x² / 2` with potential `k c` has a
penalised energy that is the same at every occupation. -/
theorem critical_penalty_flat (k c x : ℝ) :
    penalised (quadraticEnergy k) (k * c) (k / 2) c x = k / 2 * c ^ 2 := by
  simp only [penalised, tilted, quadraticEnergy]
  ring

end

end DelocalisingPenalty
```

```lean
#print axioms DelocalisingPenalty.penalty_rescues_constraint
#print axioms DelocalisingPenalty.necessary_penalty
#print axioms DelocalisingPenalty.critical_penalty_flat
```

```
'DelocalisingPenalty.penalty_rescues_constraint' depends on axioms: [propext, Classical.choice, Quot.sound]
'DelocalisingPenalty.necessary_penalty' depends on axioms: [propext, Classical.choice, Quot.sound]
'DelocalisingPenalty.critical_penalty_flat' depends on axioms: [propext, Classical.choice, Quot.sound]
```

`IsEnergyCurve E μ η` says that at each point of $[0,1]$ the function `E` has derivative `μ` and `μ` has derivative `η`. Every $C^2$ function satisfies this with its first two derivatives; continuity of `η` is not required. `tilted E V x` is $E(x)+Vx$, and `penalised E V L c x` adds $L(x-c)^2$. Writing the constraint term as $V(x-c)$ would only shift the energy by a constant. There is no factor $\tfrac12$ in the penalty, which is why its curvature is $2L$.

The main theorem, `penalty_rescues_constraint`, assumes $-k\le\eta<0$ on $[0,1]$, $0<c<1$ and $k<2L$. Its first part says that for every `V` the tilted energy at each interior occupation is strictly above the lower of its two endpoint values. Its second part says that a point `x` of $[0,1]$ minimises the penalised energy with potential `-μ c` exactly when `x = c`. `IsMinOn` refers to the whole interval `Icc 0 1`, so this is a global minimum over the allowed occupations.

`necessary_penalty` is the converse, and it needs no sign or bound on the curvature. Its condition involves the curvature at $c$ alone, while the sufficient condition uses a bound over the whole interval. `quadraticEnergy_witness` shows that the model curve meets the curvature hypotheses for $k>0$, and `critical_penalty_flat` is the constant-energy identity above.

The model has one parameter: `E` is a given function of a single occupation, not derived from a density functional. The derivatives are two-sided even at 0 and 1, so a curve with a kink at the integers must first be continued smoothly beyond the interval.

For constrained density functional calculations, the result says, within this one-parameter model, when minimisation at fixed potential can reach a fractional target. It says nothing about searches for stationary points that are not minima. Despite the namespace `DelocalisingPenalty`, negative curvature is the sign associated with localisation error, as in Hartree–Fock theory. Delocalising semilocal functionals typically give convex curves. `penalised_growth` puts no sign on `k`, so if $\eta\ge m>0$ it applies with $k=-m$ and $L=0$: on such a curve the linear potential alone suffices.

### From the mean value theorem to the unique minimiser

`mean_value` restates Mathlib's mean value theorem for subintervals of $[0,1]$, in the product form used above. `hasDerivAt_penalised` computes the slope $\mu(x)+V+2L(x-c)$.

In `endpoint_below_interior`, three calls of `mean_value` produce `a`, `b` and `z`. The fact `hchord` is the chord inequality, whose identity comes from `linear_combination x * eb - (1 - x) * ea`. The proof then supposes that $T(x)$ is at most both endpoint values. Weighting these two inequalities by $1-x$ and $x$ contradicts `hchord`.

In `penalised_growth`, the intermediate claim `key` is the case $L=k/2$. The split by `lt_trichotomy` separates $x$ to the right of $c$, at $c$ and to the left. On each side, one use of `mean_value` handles the penalised energy and another handles `μ`. The inequality `hp` expresses the sign of $(\eta(z)+k)$ times a distance, and `hs` gives the sign of the slope. After the definitions are unfolded, `linarith` adds the remaining penalty.

`penalty_rescues_constraint` takes its first part from `endpoint_below_interior`. For the second, a minimiser different from $c$ would lie strictly above $c$ by the growth bound, which is impossible. The same bound shows that $c$ is a minimiser.

In `necessary_penalty`, `hfirst` is the vanishing slope at the interior minimum. For the second condition, the proof assumes $2L<-\eta(c)$. The limit of the difference quotient of `μ` then supplies an `ε` such that the quotient stays below $-2L$ within that distance of $c$. The mean value theorem between $c$ and `min (c + ε) 1` finds a point with negative slope, so the energy at the right end is lower than at $c$. This contradicts `hmin`.
